# The Catalan numbers as the character count of singlets of $2n$ spins 1/2

Let $t\in[0,\pi]$ be half the rotation angle, let $\chi_k(t)=\sum_{m=0}^{k}\cos\big((k-2m)t\big)$ be the SU(2) character of spin $k/2$, and let $\langle f\rangle=\frac{2}{\pi}\int_0^\pi f(t)\sin^2 t\,dt$ be the group average of a function of $t$. With these conventions the multiplicity of total spin $k/2$ among $N$ spins 1/2 is defined as $\langle\chi_1^N\chi_k\rangle$, and for $N=2n$, $k=0$ it equals the Catalan number $C_n$.

```lean
import Mathlib

open Real

namespace SpinSingletCounting

noncomputable section

/-- Character of the spin-`k/2` representation of SU(2) at half rotation angle `t`, written as
the sum over the weights `k, k - 2, ..., -k`. -/
def chi (k : ℕ) (t : ℝ) : ℝ :=
  ∑ m ∈ Finset.range (k + 1), cos (((k : ℝ) - 2 * (m : ℝ)) * t)

/-- Average of a class function of SU(2) with the Weyl weight `(2/π) sin² t` on `[0, π]`. -/
def haarAvg (f : ℝ → ℝ) : ℝ :=
  (2 / π) * ∫ t in (0 : ℝ)..π, f t * sin t ^ 2

/-- Character-theoretic multiplicity of total spin `k/2` among `N` spins 1/2: the group average
of the `N`-th power of the spin-1/2 character times the spin-`k/2` character. -/
def spinMult (N k : ℕ) : ℝ :=
  haarAvg (fun t => chi 1 t ^ N * chi k t)

/-- Projection of `(2 cos t)^N` on the integer weight `k`, the average over `[0, π]` of
`(2 cos t)^N cos (k t)`. -/
def weightAvg (N : ℕ) (k : ℤ) : ℝ :=
  (1 / π) * ∫ t in (0 : ℝ)..π, (2 * cos t) ^ N * cos ((k : ℝ) * t)

/-- The spin-0 character is `1` and the spin-1/2 character is `2 cos t`. -/
theorem chi_low (t : ℝ) : chi 0 t = 1 ∧ chi 1 t = 2 * cos t := by
  constructor
  · simp [chi]
  · unfold chi
    rw [Finset.sum_range_succ, Finset.sum_range_one]
    have e0 : (((1 : ℕ) : ℝ) - 2 * ((0 : ℕ) : ℝ)) * t = t := by norm_num
    have e1 : (((1 : ℕ) : ℝ) - 2 * ((1 : ℕ) : ℝ)) * t = -t := by push_cast; ring
    rw [e0, e1, cos_neg]
    ring

/-- Weyl character formula for SU(2): the spin-`k/2` character times `sin t` is
`sin ((k + 1) t)`. -/
theorem chi_mul_sin (k : ℕ) (t : ℝ) : chi k t * sin t = sin (((k : ℝ) + 1) * t) := by
  -- the sum over weights telescopes after multiplication by `sin t`
  have h : ∀ (a : ℝ) (n : ℕ),
      (∑ m ∈ Finset.range n, cos ((a - 2 * (m : ℝ)) * t)) * sin t
        = (sin ((a + 1) * t) - sin ((a + 1 - 2 * (n : ℝ)) * t)) / 2 := by
    intro a n
    induction n with
    | zero => simp
    | succ n ih =>
      rw [Finset.sum_range_succ, add_mul, ih]
      have e1 : (a + 1 - 2 * (n : ℝ)) * t = (a - 2 * (n : ℝ)) * t + t := by ring
      have e2 : (a + 1 - 2 * ((n + 1 : ℕ) : ℝ)) * t = (a - 2 * (n : ℝ)) * t - t := by
        push_cast; ring
      rw [e1, e2, sin_add ((a - 2 * (n : ℝ)) * t) t, sin_sub ((a - 2 * (n : ℝ)) * t) t]
      ring
  unfold chi
  rw [h (k : ℝ) (k + 1)]
  have e : ((k : ℝ) + 1 - 2 * ((k + 1 : ℕ) : ℝ)) * t = -(((k : ℝ) + 1) * t) := by
    push_cast; ring
  rw [e, sin_neg]
  ring

/-- The weight projection is the same for the weights `k` and `-k`. -/
theorem weightAvg_neg (N : ℕ) (k : ℤ) : weightAvg N (-k) = weightAvg N k := by
  simp only [weightAvg, Int.cast_neg, neg_mul, cos_neg]

/-- With no spins the weight projection is `1` at weight zero and `0` at all other weights. -/
theorem weightAvg_zero (k : ℤ) : weightAvg 0 k = if k = 0 then 1 else 0 := by
  unfold weightAvg
  simp only [pow_zero, one_mul]
  split_ifs with h
  · subst h
    have hI : ∫ t in (0 : ℝ)..π, cos (((0 : ℤ) : ℝ) * t) = π := by simp
    rw [hI]
    exact one_div_mul_cancel pi_ne_zero
  · have hk : (k : ℝ) ≠ 0 := by exact_mod_cast h
    rw [intervalIntegral.integral_comp_mul_left (f := cos) hk, integral_cos, sin_int_mul_pi]
    simp

/-- Adding one spin 1/2: the projection on weight `k` for `N + 1` spins is the sum of the
projections on weights `k + 1` and `k - 1` for `N` spins. -/
theorem weightAvg_succ (N : ℕ) (k : ℤ) :
    weightAvg (N + 1) k = weightAvg N (k + 1) + weightAvg N (k - 1) := by
  have hi : ∀ j : ℤ, IntervalIntegrable
      (fun t : ℝ => (2 * cos t) ^ N * cos ((j : ℝ) * t)) MeasureTheory.volume 0 π :=
    fun j => Continuous.intervalIntegrable (by fun_prop) _ _
  -- 2 cos t cos (k t) = cos ((k+1) t) + cos ((k-1) t)
  have hp : ∀ t : ℝ, (2 * cos t) ^ (N + 1) * cos ((k : ℝ) * t)
      = (2 * cos t) ^ N * cos (((k + 1 : ℤ) : ℝ) * t)
        + (2 * cos t) ^ N * cos (((k - 1 : ℤ) : ℝ) * t) := by
    intro t
    have e1 : ((k + 1 : ℤ) : ℝ) * t = (k : ℝ) * t + t := by push_cast; ring
    have e2 : ((k - 1 : ℤ) : ℝ) * t = (k : ℝ) * t - t := by push_cast; ring
    rw [e1, e2, cos_add ((k : ℝ) * t) t, cos_sub ((k : ℝ) * t) t]
    ring
  unfold weightAvg
  rw [← mul_add, ← intervalIntegral.integral_add (hi (k + 1)) (hi (k - 1))]
  congr 1
  exact intervalIntegral.integral_congr (fun t _ => hp t)

/-- For `N` spins 1/2 the projection on weight `N - 2 j` is the binomial coefficient
`N` choose `j`. -/
theorem weightAvg_eq_choose (N j : ℕ) :
    weightAvg N ((N : ℤ) - 2 * (j : ℤ)) = ((N.choose j : ℕ) : ℝ) := by
  induction N generalizing j with
  | zero =>
    rw [weightAvg_zero]
    cases j with
    | zero => simp
    | succ j =>
      split_ifs with h
      · exfalso
        omega
      · simp
  | succ N ih =>
    rw [weightAvg_succ]
    cases j with
    | zero =>
      -- the weight N + 2 is reflected to -(N + 2), where the binomial vanishes
      have e1 : ((N + 1 : ℕ) : ℤ) - 2 * ((0 : ℕ) : ℤ) + 1
          = -((N : ℤ) - 2 * ((N + 1 : ℕ) : ℤ)) := by push_cast; ring
      have e2 : ((N + 1 : ℕ) : ℤ) - 2 * ((0 : ℕ) : ℤ) - 1
          = (N : ℤ) - 2 * ((0 : ℕ) : ℤ) := by push_cast; ring
      have hz : N.choose (N + 1) = 0 := Nat.choose_eq_zero_of_lt (by omega)
      rw [e1, e2, weightAvg_neg, ih (N + 1), ih 0, hz]
      simp
    | succ j =>
      -- Pascal's rule
      have e1 : ((N + 1 : ℕ) : ℤ) - 2 * ((j + 1 : ℕ) : ℤ) + 1
          = (N : ℤ) - 2 * (j : ℤ) := by push_cast; ring
      have e2 : ((N + 1 : ℕ) : ℤ) - 2 * ((j + 1 : ℕ) : ℤ) - 1
          = (N : ℤ) - 2 * ((j + 1 : ℕ) : ℤ) := by push_cast; ring
      rw [e1, e2, ih j, ih (j + 1), Nat.choose_succ_succ' N j, Nat.cast_add]

/-- The projection on weight `k` for `N` spins vanishes if `N + k` is odd or `k` exceeds `N`. -/
theorem weightAvg_eq_zero (N : ℕ) (k : ℤ) (h : Odd ((N : ℤ) + k) ∨ (N : ℤ) < k) :
    weightAvg N k = 0 := by
  rw [Int.odd_iff] at h
  induction N generalizing k with
  | zero =>
    have hk : k ≠ 0 := by omega
    rw [weightAvg_zero, if_neg hk]
  | succ N ih =>
    rw [weightAvg_succ, ih (k + 1) (by omega), ih (k - 1) (by omega), add_zero]

/-- The group average of the `N`-th power of the spin-1/2 character times the spin-`k/2` and
spin-`l/2` characters is the difference of the projections on weights `k - l` and `k + l + 2`. -/
theorem haarAvg_triple (N k l : ℕ) :
    haarAvg (fun t => chi 1 t ^ N * chi k t * chi l t)
      = weightAvg N ((k : ℤ) - (l : ℤ)) - weightAvg N ((k : ℤ) + (l : ℤ) + 2) := by
  have hi : ∀ j : ℤ, IntervalIntegrable
      (fun t : ℝ => (2 * cos t) ^ N * cos ((j : ℝ) * t)) MeasureTheory.volume 0 π :=
    fun j => Continuous.intervalIntegrable (by fun_prop) _ _
  -- character formula for both factors, then product of sines to difference of cosines
  have hp : ∀ t : ℝ, chi 1 t ^ N * chi k t * chi l t * sin t ^ 2
      = (1 / 2) * ((2 * cos t) ^ N * cos ((((k : ℤ) - (l : ℤ) : ℤ) : ℝ) * t)
        - (2 * cos t) ^ N * cos ((((k : ℤ) + (l : ℤ) + 2 : ℤ) : ℝ) * t)) := by
    intro t
    have hk := chi_mul_sin k t
    have hl := chi_mul_sin l t
    have e1 : (((k : ℤ) - (l : ℤ) : ℤ) : ℝ) * t
        = ((k : ℝ) + 1) * t - ((l : ℝ) + 1) * t := by push_cast; ring
    have e2 : (((k : ℤ) + (l : ℤ) + 2 : ℤ) : ℝ) * t
        = ((k : ℝ) + 1) * t + ((l : ℝ) + 1) * t := by push_cast; ring
    rw [(chi_low t).2, e1, e2, cos_sub (((k : ℝ) + 1) * t), cos_add (((k : ℝ) + 1) * t)]
    linear_combination (2 * cos t) ^ N * chi l t * sin t * hk
      + (2 * cos t) ^ N * sin (((k : ℝ) + 1) * t) * hl
  simp only [haarAvg, weightAvg, hp]
  rw [intervalIntegral.integral_const_mul,
    intervalIntegral.integral_sub (hi ((k : ℤ) - (l : ℤ))) (hi ((k : ℤ) + (l : ℤ) + 2))]
  ring

/-- The SU(2) characters are orthonormal with respect to the group average. -/
theorem chi_orthonormal (k l : ℕ) :
    haarAvg (fun t => chi k t * chi l t) = if k = l then 1 else 0 := by
  have h := haarAvg_triple 0 k l
  simp only [pow_zero, one_mul, weightAvg_zero] at h
  have h2 : (k : ℤ) + (l : ℤ) + 2 ≠ 0 := by omega
  rw [h, if_neg h2, sub_zero]
  by_cases hkl : k = l
  · have h3 : (k : ℤ) - (l : ℤ) = 0 := by omega
    rw [if_pos h3, if_pos hkl]
  · have h3 : (k : ℤ) - (l : ℤ) ≠ 0 := by omega
    rw [if_neg h3, if_neg hkl]

/-- The multiplicity of total spin `k/2` among `k + 2 j` spins 1/2 is the difference of the
binomial coefficients `C(k + 2j, j)` and `C(k + 2j, k + j + 1)`. -/
theorem spinMult_eq (k j : ℕ) :
    spinMult (k + 2 * j) k
      = ((Nat.choose (k + 2 * j) j : ℕ) : ℝ)
        - ((Nat.choose (k + 2 * j) (k + j + 1) : ℕ) : ℝ) := by
  have c0 : ∀ t, chi 0 t = 1 := fun t => (chi_low t).1
  have h := haarAvg_triple (k + 2 * j) k 0
  have e1 : (k : ℤ) - ((0 : ℕ) : ℤ) = ((k + 2 * j : ℕ) : ℤ) - 2 * (j : ℤ) := by
    push_cast; ring
  have e2 : (k : ℤ) + ((0 : ℕ) : ℤ) + 2
      = -(((k + 2 * j : ℕ) : ℤ) - 2 * ((k + j + 1 : ℕ) : ℤ)) := by
    push_cast; ring
  rw [e1, e2, weightAvg_neg, weightAvg_eq_choose (k + 2 * j) j,
    weightAvg_eq_choose (k + 2 * j) (k + j + 1)] at h
  unfold spinMult
  simpa only [c0, mul_one] using h

/-- The multiplicity of total spin `k/2` among `N` spins 1/2 is zero if `N + k` is odd or `k`
exceeds `N`. -/
theorem spinMult_eq_zero (N k : ℕ) (h : Odd (N + k) ∨ N < k) : spinMult N k = 0 := by
  have c0 : ∀ t, chi 0 t = 1 := fun t => (chi_low t).1
  have h3 := haarAvg_triple N k 0
  rw [Nat.odd_iff] at h
  have z1 : weightAvg N ((k : ℤ) - ((0 : ℕ) : ℤ)) = 0 :=
    weightAvg_eq_zero _ _ (by rw [Int.odd_iff]; omega)
  have z2 : weightAvg N ((k : ℤ) + ((0 : ℕ) : ℤ) + 2) = 0 :=
    weightAvg_eq_zero _ _ (by rw [Int.odd_iff]; omega)
  rw [z1, z2, sub_zero] at h3
  unfold spinMult
  simpa only [c0, mul_one] using h3

/-- The multiplicity of total spin zero among `2 n` spins 1/2 is the `n`-th Catalan number, and
so is `(2/π)` times the integral over `[0, π]` of `(2 cos t)^(2n) sin² t`. -/
theorem singlet_count_eq_catalan (n : ℕ) :
    spinMult (2 * n) 0 = (catalan n : ℝ) ∧
      (2 / π) * ∫ t in (0 : ℝ)..π, (2 * cos t) ^ (2 * n) * sin t ^ 2 = (catalan n : ℝ) := by
  have c0 : ∀ t, chi 0 t = 1 := fun t => (chi_low t).1
  have c1 : ∀ t, chi 1 t = 2 * cos t := fun t => (chi_low t).2
  have h := spinMult_eq 0 n
  simp only [zero_add] at h
  -- (n+1) Cat(n) = C(2n, n) and (n+1) C(2n, n+1) = n C(2n, n)
  have h1 : (n + 1) * catalan n = n.centralBinom := succ_mul_catalan_eq_centralBinom n
  rw [Nat.centralBinom_eq_two_mul_choose] at h1
  have h2 := Nat.choose_succ_right_eq (2 * n) n
  have h3 : 2 * n - n = n := by omega
  rw [h3] at h2
  have h1' : ((n : ℝ) + 1) * (catalan n : ℝ) = ((Nat.choose (2 * n) n : ℕ) : ℝ) := by
    exact_mod_cast h1
  have h2' : ((Nat.choose (2 * n) (n + 1) : ℕ) : ℝ) * ((n : ℝ) + 1)
      = ((Nat.choose (2 * n) n : ℕ) : ℝ) * (n : ℝ) := by
    exact_mod_cast h2
  have hs : spinMult (2 * n) 0 = (catalan n : ℝ) := by
    rw [h]
    have hn : (n : ℝ) + 1 ≠ 0 := by positivity
    apply mul_left_cancel₀ hn
    linear_combination -h1' - h2'
  refine ⟨hs, ?_⟩
  rw [← hs]
  simp only [spinMult, haarAvg, c0, c1, mul_one]

end

end SpinSingletCounting
```

```lean
#print axioms SpinSingletCounting.chi_orthonormal
#print axioms SpinSingletCounting.spinMult_eq_zero
#print axioms SpinSingletCounting.singlet_count_eq_catalan
```

```
'SpinSingletCounting.chi_orthonormal' depends on axioms: [propext, Classical.choice, Quot.sound]
'SpinSingletCounting.spinMult_eq_zero' depends on axioms: [propext, Classical.choice, Quot.sound]
'SpinSingletCounting.singlet_count_eq_catalan' depends on axioms: [propext, Classical.choice, Quot.sound]
```

## What the theorems state

The character theory of SU(2) includes the statement that $\langle\chi_1^N\chi_k\rangle$ is the number of spin-$k/2$ multiplets in $(\mathbb{C}^2)^{\otimes N}$; the file takes the integral as the definition of the multiplicity and evaluates it.

Four definitions carry the content. `chi k t` is $\chi_k(t)$, with the natural number `k` equal to twice the spin. `haarAvg f` is $\langle f\rangle$ for a real function `f` of the half angle. `spinMult N k` is $\langle\chi_1^N\chi_k\rangle$. `weightAvg N k` is

$$W(N,k)=\frac1\pi\int_0^\pi(2\cos t)^N\cos(kt)\,dt ,$$

and here `k` is an integer of either sign, twice a magnetic quantum number.

The last theorem, `singlet_count_eq_catalan`, has no hypothesis beyond $n$ being a natural number, and it has two parts. The first says that `spinMult (2 * n) 0` equals `catalan n`. The second says the same with all definitions written out,

$$\frac{2}{\pi}\int_0^\pi(2\cos t)^{2n}\sin^2 t\,dt=C_n .$$

Mathlib's `catalan` is the natural-number sequence with $C_0=1$ and $C_{n+1}=\sum_{i=0}^{n}C_iC_{n-i}$, which begins $1,1,2,5,14$; it is cast to a real number for the comparison.

Three further theorems surround this one. `chi_orthonormal` says $\langle\chi_k\chi_l\rangle=\delta_{kl}$ for all natural $k,l$. `spinMult_eq` says that for all natural $k,j$

$$\langle\chi_1^{\,k+2j}\chi_k\rangle=\binom{k+2j}{j}-\binom{k+2j}{k+j+1}.$$

`spinMult_eq_zero` says that the multiplicity vanishes when $N+k$ is odd or $k>N$. Every pair $(N,k)$ falls under one of the last two theorems, because $N+k$ even and $k\le N$ means $N=k+2j$ for some $j$.

## The physics behind the definitions

A rotation by the angle $\theta=2t$ about the $z$ axis acts on spin $S=k/2$ as $e^{-i\theta S_z}$. Its eigenvalues are $e^{-2iMt}$ with $2M=k,k-2,\dots,-k$. The values of $M$ come in pairs $\pm M$, so the sines cancel in the trace and the sum of cosines in `chi` remains. An element of SU(2) has eigenvalues $e^{\pm it}$, and $t\in[0,\pi]$ labels its conjugacy class, with $t=\pi$ the rotation by $2\pi$ that acts as $-1$ on a spin 1/2. The invariant measure on the group, reduced to functions of the class, has density $\frac{2}{\pi}\sin^2 t$. The character of a tensor product is the product of the characters, so $N$ spins 1/2 have character $\chi_1^N$. If that space contains $a_k$ multiplets of spin $k/2$, then $\chi_1^N=\sum_k a_k\chi_k$, and orthonormality gives $a_k=\langle\chi_1^N\chi_k\rangle$. No complex conjugate is needed because the characters are real. For $k=0$ each multiplet is a single state, and $a_0$ is the dimension of the singlet subspace.

The file contains no group, no Hilbert space and no spin operators. That `chi` is a trace, that `haarAvg` is the invariant average, and that the tensor power decomposes into multiplets are standard facts which motivate the definitions, and none of them is proved here; the physical readings below rest on them. What is proved is the value of each integral, together with the orthonormality that the argument above uses. Only spins 1/2 are coupled, and they are treated as distinguishable sites with no spatial part.

Within that spin-only model, $C_n$ is the size of the $S=0$ block of a rotationally invariant Hamiltonian on $2n$ sites, such as a Heisenberg model, and it is the number of independent singlet spin functions for $2n$ electrons in $2n$ singly occupied orbitals: one for two electrons, two for four, five for six. The function $W$ has a reading of the same kind. The value $W(N,N-2j)=\binom Nj$ counts the product states with $j$ spins down, whose total projection is $M=(N-2j)/2$. The multiplicity turns out to be $W(N,k)-W(N,k+2)$, the number of states with $M=k/2$ minus the number with $M=k/2+1$. The second binomial in `spinMult_eq` equals $\binom{k+2j}{j-1}$ when $j\ge1$ and is zero when $j=0$, so the form with $k+j+1$ covers both cases without a subtraction of natural numbers. For four spins the formula gives multiplicities $1,3,2$ for $k=4,2,0$, and $1\cdot5+3\cdot3+2\cdot1=16=2^4$.

The conditions matter. The hypothesis of `spinMult_eq_zero` cannot be dropped, since two spins have singlet multiplicity $\binom21-\binom22=1$. The exponent in the Catalan formula must be even: for odd $N$ the integrand $(2\cos t)^N\sin^2 t$ changes sign under $t\to\pi-t$ and the integral is zero, which is the case $k=0$ of `spinMult_eq_zero`. If the weight $\frac2\pi\sin^2t$ is replaced by the flat weight $\frac1\pi$, the average is $W(2n,0)=\binom{2n}{n}$, the count of all states with $M=0$. The value $W(0,k)=\delta_{k0}$, derived below, holds for integer $k$ and fails for $k=\frac12$, where the integral gives $\frac1\pi\int_0^\pi\cos(t/2)\,dt=2/\pi$.

## The derivation by hand

The two lowest characters are $\chi_0=\cos 0=1$ and $\chi_1=\cos t+\cos(-t)=2\cos t$.

For the closed form of $\chi_k$, use $\cos x\,\sin t=\frac12[\sin(x+t)-\sin(x-t)]$ with $x=(a-2m)t$, where $a$ is any real number. The term $m$ becomes $\frac12[\sin((a+1-2m)t)-\sin((a+1-2(m+1))t)]$, and the sum over any number $n$ of terms (here not tied to the number of spins) telescopes:

$$\sum_{m=0}^{n-1}\cos\big((a-2m)t\big)\,\sin t=\tfrac12\big[\sin((a+1)t)-\sin((a+1-2n)t)\big].$$

With $a=k$ and $n=k+1$ the second argument is $-(k+1)t$, and therefore $\chi_k(t)\sin t=\sin((k+1)t)$. This product form holds at $t=0$ and $t=\pi$ as well, since nothing is divided by $\sin t$.

The function $W$ has three elementary properties. It is even in $k$ because the cosine is even. At $N=0$ the integral is $\pi$ for $k=0$ and $\sin(k\pi)/k=0$ for any other integer, so $W(0,k)=\delta_{k0}$. Multiplying $2\cos t\cos kt=\cos((k+1)t)+\cos((k-1)t)$ by $(2\cos t)^N$ and integrating gives

$$W(N+1,k)=W(N,k+1)+W(N,k-1),$$

which says that the added spin is either down or up.

These properties give $W(N,N-2j)=\binom Nj$ for all natural $j$, by induction on $N$. At $N=0$ both sides are $\delta_{j0}$. For $N+1$ and $j=0$ the recurrence gives $W(N+1,N+1)=W(N,N+2)+W(N,N)$. The weight $N+2$ is not of the form $N-2j$ with $j\ge0$, but its negative is: $-(N+2)=N-2(N+1)$. By evenness $W(N,N+2)=\binom{N}{N+1}=0$, and $W(N,N)=\binom N0=1=\binom{N+1}{0}$. For $N+1$ and $j+1$ the weight is $N+1-2(j+1)=N-2j-1$, and

$$W(N+1,N-2j-1)=W(N,N-2j)+W\big(N,N-2(j+1)\big)=\binom Nj+\binom N{j+1}=\binom{N+1}{j+1}.$$

A second induction shows $W(N,k)=0$ when $N+k$ is odd or $k>N$. At $N=0$ either condition forces $k\neq0$. If $N+1+k$ is odd then so are $N+(k+1)$ and $N+(k-1)$, and if $k>N+1$ then both $k+1$ and $k-1$ exceed $N$; in each case both terms of the recurrence vanish.

The group average is reduced to $W$ by giving one factor $\sin t$ to each of two characters:

$$\chi_k\chi_l\sin^2t=\sin((k+1)t)\sin((l+1)t)=\tfrac12\big[\cos((k-l)t)-\cos((k+l+2)t)\big].$$

Multiplying by $\chi_1^N=(2\cos t)^N$, integrating, and combining $\frac2\pi\cdot\frac12=\frac1\pi$ yields

$$\langle\chi_1^N\chi_k\chi_l\rangle=W(N,k-l)-W(N,k+l+2).$$

For $N=0$ the right side is $\delta_{kl}-0$, because $k+l+2>0$. This is orthonormality. For $l=0$ the right side is $W(N,k)-W(N,k+2)$. With $N=k+2j$ one has $k=N-2j$ and $k+2=-\big(N-2(k+j+1)\big)$, so the two terms are $\binom{N}{j}$ and $\binom{N}{k+j+1}$. If $N+k$ is odd or $k>N$, the same condition holds for $k+2$, and both terms are zero.

For $k=0$ and $j=n$ the multiplicity is $\binom{2n}{n}-\binom{2n}{n+1}$. The two identities $(n+1)C_n=\binom{2n}{n}$ and $(n+1)\binom{2n}{n+1}=n\binom{2n}{n}$ give

$$(n+1)\left[\binom{2n}{n}-\binom{2n}{n+1}\right]=(n+1)\binom{2n}{n}-n\binom{2n}{n}=\binom{2n}{n}=(n+1)\,C_n ,$$

and the factor $n+1$ cancels. As a direct check, $n=1$ gives $\frac2\pi\int_0^\pi4\cos^2t\sin^2t\,dt=\frac2\pi\int_0^\pi\sin^2 2t\,dt=1$.

## The steps in Lean

`chi_low` expands the sums of one and two terms and applies `cos_neg`. In `chi_mul_sin` the auxiliary statement `h` is the telescoped sum for a free real `a` and a free length `n`. Keeping `a` independent of `n` makes induction on the length possible, since in $\chi_k$ itself a change of $k$ shifts every term. The step writes the two arguments as $x+t$ and $x-t$, expands them by `sin_add` and `sin_sub`, and closes with `ring`. The instance `h (k : ℝ) (k + 1)` and `sin_neg` then give the closed form.

`weightAvg_neg` is evenness of the cosine under the integral. `weightAvg_zero` splits on `k = 0`. For nonzero `k` it substitutes $u=kt$ through `intervalIntegral.integral_comp_mul_left`, integrates with `integral_cos`, and uses `sin_int_mul_pi`, which is where integrality of the weight enters the evaluation of the integral. In `weightAvg_succ` the pointwise identity is `hp`, obtained from `cos_add` and `cos_sub`. Splitting an integral of a sum requires both terms to be integrable, and `hi` supplies this from continuity on $[0,\pi]$.

`weightAvg_eq_choose` follows the first induction, with `generalizing j` so that the hypothesis can be used at several values of $j$. In the case $j=0$, `e1` is the reflection of the weight $N+2$, after which `weightAvg_neg`, `ih (N + 1)` and `hz` remove that term and `ih 0` gives $1$. The other case is Pascal's rule `Nat.choose_succ_succ'`. `weightAvg_eq_zero` turns oddness into a remainder modulo $2$, so that `omega` can pass the condition from $(N+1,k)$ to $(N,k\pm1)$. Besides the parity case, its hypothesis names only the one-sided size condition $k>N$; the region $k<-N$ is not needed in this lemma, because `spinMult_eq_zero` applies it at the nonnegative weights $k$ and $k+2$.

In `haarAvg_triple` the pointwise identity `hp` expands both cosines in terms of the angles $(k+1)t$ and $(l+1)t$, which leaves $(2\cos t)^N s_ks_l$ on the right, where $s_k=\sin((k+1)t)$. The `linear_combination` is the decomposition

$$\chi_k\chi_l\sin^2t-s_ks_l=\chi_l\sin t\,(\chi_k\sin t-s_k)+s_k\,(\chi_l\sin t-s_l)$$

multiplied by $(2\cos t)^N$, with the two brackets vanishing by `hk` and `hl`. The constant $\frac12$ is pulled out, the integral is split by `intervalIntegral.integral_sub`, and `ring` matches the prefactors.

`chi_orthonormal` specialises this to $N=0$ and compares the conditions $k-l=0$ and $k=l$. `spinMult_eq` specialises it to $l=0$, where `e1` and `e2` are the two rewritings of the weights $k$ and $k+2$ and `c0` removes the factor $\chi_0=1$. `spinMult_eq_zero` does the same with the vanishing statements `z1` and `z2`.

`singlet_count_eq_catalan` starts from `spinMult_eq 0 n`. The identity $(n+1)C_n=\binom{2n}n$ is taken from Mathlib as `succ_mul_catalan_eq_centralBinom`, which links the recursive definition of `catalan` to the binomial. The ratio of neighbouring binomials is `Nat.choose_succ_right_eq`, with `h3` replacing $2n-n$ by $n$. Both are cast to the reals as `h1'` and `h2'`. Then `mul_left_cancel₀` multiplies the goal by $n+1\neq0$, and `linear_combination -h1' - h2'` is the chain of equalities in the last display of the derivation. The second part of the theorem follows by unfolding `spinMult` and `haarAvg` and inserting $\chi_0=1$ and $\chi_1=2\cos t$.
